# For fixed bare levels, self-exchange of strength \(c>0\) puts the empty levels of an integer-electron ground state at least \(c\) above the full ones

Take a metal sampled on a finite k-point mesh, with two degenerate levels of energy \(\varepsilon\) at the Fermi energy and one electron to share between them. Exact exchange contains a term in which each level interacts with itself. It contributes \(-\tfrac c2 f^2\) for a level of occupation \(f\), with \(c>0\). With \(\varepsilon\) held fixed and occupations \(x\) and \(1-x\), the energy is

\[
\varepsilon-\tfrac c2\left[x^2+(1-x)^2\right]=\varepsilon-\tfrac c2+c\,x(1-x).
\]

Sharing the electron costs energy, so the minimum lies at \(x=0\) or \(x=1\). The full level then has orbital energy \(\varepsilon-c\) and the empty one \(\varepsilon\): a gap of \(c\) between levels that were degenerate.

The constant \(c\) stands for the Coulomb singularity at zero momentum transfer, integrated over the mesh cell around it. It shrinks to zero as the mesh is refined, and the gap of the degenerate pair closes with it: that gap is spurious, an artefact of the finite mesh.

## From charge transfer to the gap

Let levels \(e_i\) have occupations \(0\le f_i\le 1\) with \(\sum_i f_i=N\), and let

\[
E(f)=\sum_i\left(e_i f_i-\tfrac c2 f_i^2\right),\qquad
\tilde e_i=\frac{\partial E}{\partial f_i}=e_i-c f_i .
\]

The claim is that, for \(c>0\) and integer \(N\), every minimizer has \(f_i\in\{0,1\}\), and \(\tilde e_j-\tilde e_i\ge c\) whenever \(i\) is full and \(j\) is empty.

Move a charge \(t\) from level \(j\) to a different level \(i\). The energy changes by

\[
\begin{aligned}
\Delta E(t)&=e_i t-\tfrac c2(2f_i t+t^2)-e_j t-\tfrac c2(-2f_j t+t^2)\\
&=t(\tilde e_i-\tilde e_j)-c t^2 .
\end{aligned}
\]

Suppose both levels were fractional. For small \(t>0\), transfers of \(t\) and \(-t\) would both be allowed, and at a minimum neither could lower the energy. But \(\Delta E(t)+\Delta E(-t)=-2ct^2<0\), a contradiction. So at most one level is fractional.

If exactly one were, the others would hold an integer charge \(m\), and its occupation would be \(N-m\), an integer strictly between 0 and 1. There is none.

Now let \(i\) be full and \(j\) empty, and move one whole electron from \(i\) to \(j\). Minimality gives \(\tilde e_j-\tilde e_i-c\ge 0\), which is the gap. Since \(\tilde e_i=e_i-c\) and \(\tilde e_j=e_j\), it also says \(e_i\le e_j\).

Conversely, let \(f\) be an integer filling in which no full level lies above an empty one in bare energy. Choose \(\mu\) with \(e_i\le\mu\) for full levels and \(\mu\le e_j\) for empty ones. For any competing occupation \(g\), each level \(k\) satisfies

\[
e_k g_k-\tfrac c2 g_k^2-\left(e_k f_k-\tfrac c2 f_k^2\right)-\left(\mu-\tfrac c2\right)(g_k-f_k)\ge 0 .
\]

The left side is \((e_k-\mu)g_k+\tfrac c2 g_k(1-g_k)\) if \(f_k=0\), and \((\mu-e_k)(1-g_k)+\tfrac c2 g_k(1-g_k)\) if \(f_k=1\). Summing over \(k\) removes the \(\mu\) term, because \(\sum_k(g_k-f_k)=0\), and leaves \(E(f)\le E(g)\).

## Levels, occupations and energy in Lean

The finite type `ι` labels the levels, each one combination of k-point, band and spin. The electron number therefore counts all electrons on the mesh, not those of one unit cell.

```lean
import Mathlib

open Finset

namespace SpuriousExchangeGap

noncomputable section

variable {ι : Type*} [Fintype ι]
```

The bare energies `e` are fixed real numbers. In a self-consistent calculation they would depend on the occupations through the Hartree term and the remaining exchange; the model leaves that response out, so the theorem alone does not bound the gap in such a calculation.

```lean
/-- Energy of the occupations `f` of levels `e`, with a singular exchange term of
strength `c` that acts within each level. -/
def energy (e : ι → ℝ) (c : ℝ) (f : ι → ℝ) : ℝ :=
  ∑ i, (e i * f i - c / 2 * f i ^ 2)
```

Admissibility allows any real electron number `N`. Integrality enters only in the main theorem.

```lean
/-- Occupations between 0 and 1 that add up to `N` electrons. -/
def Admissible (N : ℝ) (f : ι → ℝ) : Prop :=
  (∀ i, 0 ≤ f i ∧ f i ≤ 1) ∧ ∑ i, f i = N
```

A ground state is a global minimizer at zero temperature, with no smearing or entropy term.

```lean
/-- An admissible occupation whose energy is minimal among all admissible ones. -/
def IsGroundState (e : ι → ℝ) (c N : ℝ) (f : ι → ℝ) : Prop :=
  Admissible N f ∧ ∀ g, Admissible N g → energy e c f ≤ energy e c g
```

The next definition is \(\tilde e_i\).

```lean
/-- The orbital energy `e i - c * f i`: the bare level lowered by its own exchange. -/
def orbitalEnergy (e : ι → ℝ) (c : ℝ) (f : ι → ℝ) (i : ι) : ℝ :=
  e i - c * f i
```

In `transfer f i j t`, the charge goes to the first index, `i`, and comes from the second, `j`.

```lean
/-- The occupations after a charge `t` has moved from level `j` to a different level `i`. -/
def transfer [DecidableEq ι] (f : ι → ℝ) (i j : ι) (t : ℝ) : ι → ℝ :=
  fun k => if k = i then f k + t else if k = j then f k - t else f k
```

## The orbital energy as a derivative

This theorem ties `orbitalEnergy` to the total energy, so the gap concerns a derived quantity. `Function.update f i x` changes one occupation and holds the others fixed. The proof isolates the single term that depends on `x` and differentiates it.

```lean
/-- The orbital energy is the derivative of the total energy with respect to the
occupation of that level. -/
theorem hasDerivAt_energy [DecidableEq ι] (e : ι → ℝ) (c : ℝ) (f : ι → ℝ) (i : ι) :
    HasDerivAt (fun x => energy e c (Function.update f i x))
      (orbitalEnergy e c f i) (f i) := by
  -- only the term of level `i` depends on `x`
  have h : (fun x => energy e c (Function.update f i x)) = fun x =>
      energy e c f + ((e i * x - c / 2 * (x * x)) - (e i * f i - c / 2 * f i ^ 2)) := by
    funext x
    have key : ∀ k, e k * Function.update f i x k - c / 2 * Function.update f i x k ^ 2
        = (e k * f k - c / 2 * f k ^ 2) + (if k = i then
          (e i * x - c / 2 * (x * x)) - (e i * f i - c / 2 * f i ^ 2) else 0) := by
      intro k
      by_cases hk : k = i
      · subst hk
        simp only [Function.update_self, ↓reduceIte]
        ring
      · rw [Function.update_of_ne hk, if_neg hk, add_zero]
    simp only [energy, key, sum_add_distrib, sum_ite_eq', mem_univ, ↓reduceIte]
  rw [h]
  have hx := hasDerivAt_id' (f i)
  have hd := (((hx.const_mul (e i)).fun_sub ((hx.fun_mul hx).const_mul (c / 2))).sub_const
    (e i * f i - c / 2 * f i ^ 2)).const_add (energy e c f)
  exact hd.congr_deriv (by simp only [orbitalEnergy]; ring)
```

## What a transfer costs

For any sum of single-level contributions `φ`, only the two levels involved change.

```lean
/-- A charge transfer between two different levels changes a sum of single-level
contributions only through these two levels. -/
theorem sum_transfer [DecidableEq ι] (f : ι → ℝ) {i j : ι} (hij : i ≠ j) (t : ℝ)
    (φ : ι → ℝ → ℝ) :
    ∑ k, φ k (transfer f i j t k) = ∑ k, φ k (f k)
      + (φ i (f i + t) - φ i (f i)) + (φ j (f j - t) - φ j (f j)) := by
  have key : ∀ k, φ k (transfer f i j t k) = φ k (f k)
      + (if k = i then φ i (f i + t) - φ i (f i) else 0)
      + (if k = j then φ j (f j - t) - φ j (f j) else 0) := by
    intro k
    by_cases hi : k = i
    · subst hi
      simp only [transfer, hij, ↓reduceIte]
      ring
    · by_cases hj : k = j
      · subst hj
        simp only [transfer, hi, ↓reduceIte]
        ring
      · simp only [transfer, hi, hj, ↓reduceIte]
        ring
  simp only [key, sum_add_distrib, sum_ite_eq', mem_univ, ↓reduceIte]
```

With `φ` the identity, this shows that the electron number is conserved. The bounds need checking only at the two altered levels.

```lean
/-- A charge transfer between two different levels keeps the occupations admissible if
both new occupations lie between 0 and 1. -/
theorem admissible_transfer [DecidableEq ι] {N : ℝ} {f : ι → ℝ} (hf : Admissible N f)
    {i j : ι} (hij : i ≠ j) {t : ℝ} (hi : 0 ≤ f i + t ∧ f i + t ≤ 1)
    (hj : 0 ≤ f j - t ∧ f j - t ≤ 1) : Admissible N (transfer f i j t) := by
  refine ⟨fun k => ?_, ?_⟩
  · simp only [transfer]
    split_ifs with h1 h2
    · subst h1; exact hi
    · subst h2; exact hj
    · exact hf.1 k
  · have h : ∑ k, transfer f i j t k = ∑ k, f k + (f i + t - f i) + (f j - t - f j) :=
      sum_transfer f hij t fun _ x => x
    rw [h, hf.2]
    ring
```

With `φ` the energy of a level, it gives the formula for \(\Delta E(t)\).

```lean
/-- Moving a charge `t` from `j` to a different level `i` costs the difference of the
orbital energies times `t`, less `c * t ^ 2`. -/
theorem energy_transfer [DecidableEq ι] (e : ι → ℝ) (c : ℝ) (f : ι → ℝ) {i j : ι}
    (hij : i ≠ j) (t : ℝ) : energy e c (transfer f i j t) = energy e c f
      + t * (orbitalEnergy e c f i - orbitalEnergy e c f j) - c * t ^ 2 := by
  have h := sum_transfer f hij t (fun k x => e k * x - c / 2 * x ^ 2)
  beta_reduce at h
  unfold energy orbitalEnergy
  rw [h]
  ring
```

## At most one fractional level

The proof takes `t` as the smallest of the four distances \(f_i,\,1-f_i,\,f_j,\,1-f_j\), so both transfers stay admissible. Minimality yields `hp` and `hm`, which contradict `0 < c * t ^ 2` when added.

```lean
/-- For `c > 0` and any real electron number, a ground state has at most one
fractionally occupied level. -/
theorem fractional_unique {e : ι → ℝ} {c N : ℝ} {f : ι → ℝ} (hc : 0 < c)
    (h : IsGroundState e c N f) {i j : ι} (hi : 0 < f i ∧ f i < 1)
    (hj : 0 < f j ∧ f j < 1) : i = j := by
  classical
  by_contra hij
  obtain ⟨t, ht, h1, h2, h3, h4⟩ :
      ∃ t : ℝ, 0 < t ∧ t ≤ f i ∧ t ≤ 1 - f i ∧ t ≤ f j ∧ t ≤ 1 - f j :=
    ⟨min (min (f i) (1 - f i)) (min (f j) (1 - f j)),
      lt_min (lt_min hi.1 (sub_pos.2 hi.2)) (lt_min hj.1 (sub_pos.2 hj.2)),
      (min_le_left _ _).trans (min_le_left _ _), (min_le_left _ _).trans (min_le_right _ _),
      (min_le_right _ _).trans (min_le_left _ _), (min_le_right _ _).trans (min_le_right _ _)⟩
  -- transfers in both directions are allowed, and one of them lowers the energy
  have hp := h.2 _ (admissible_transfer h.1 hij (t := t)
    ⟨by linarith, by linarith⟩ ⟨by linarith, by linarith⟩)
  have hm := h.2 _ (admissible_transfer h.1 hij (t := -t)
    ⟨by linarith, by linarith⟩ ⟨by linarith, by linarith⟩)
  rw [energy_transfer e c f hij] at hp hm
  have hct : 0 < c * t ^ 2 := by positivity
  nlinarith
```

## Integer occupations and the gap

Here `N` is a natural number. The first part counts the full levels other than `i` to obtain the integer `m`, then derives \(m<N<m+1\), which `omega` refutes. The second part applies the transfer formula with `t = 1`, from `i` to `j`. If all levels are empty or all are full, there is no pair to compare and the gap statement is vacuous.

```lean
/-- For `c > 0` and an integer number of electrons, every level of a ground state is empty
or full, and each empty level lies at least `c` above each full one in orbital energy. -/
theorem spurious_gap {e : ι → ℝ} {c : ℝ} {N : ℕ} {f : ι → ℝ} (hc : 0 < c)
    (h : IsGroundState e c N f) :
    (∀ i, f i = 0 ∨ f i = 1) ∧
      ∀ i j, f i = 1 → f j = 0 → c ≤ orbitalEnergy e c f j - orbitalEnergy e c f i := by
  classical
  refine ⟨fun i => ?_, fun i j hi hj => ?_⟩
  · by_contra hne
    rw [not_or] at hne
    have hi : 0 < f i ∧ f i < 1 :=
      ⟨lt_of_le_of_ne (h.1.1 i).1 (Ne.symm hne.1), lt_of_le_of_ne (h.1.1 i).2 hne.2⟩
    -- all other levels are empty or full, so they hold an integer charge
    obtain ⟨m, hm⟩ : ∃ m : ℕ, ∑ k ∈ univ.erase i, f k = (m : ℝ) := by
      refine ⟨∑ k ∈ univ.erase i, if f k = 1 then 1 else 0, ?_⟩
      rw [Nat.cast_sum]
      refine sum_congr rfl fun k hk => ?_
      by_cases h1 : f k = 1
      · simp [h1]
      · have h0 : f k = 0 := by
          by_contra h0
          exact ne_of_mem_erase hk (fractional_unique hc h
            ⟨lt_of_le_of_ne (h.1.1 k).1 (Ne.symm h0), lt_of_le_of_ne (h.1.1 k).2 h1⟩ hi)
        simp [h0]
    have hs := add_sum_erase univ f (mem_univ i)
    rw [hm, h.1.2] at hs
    have hl : (m : ℝ) < (N : ℝ) := by linarith [hi.1]
    have hu : (N : ℝ) < (m : ℝ) + 1 := by linarith [hi.2]
    have hl' : m < N := by exact_mod_cast hl
    have hu' : N < m + 1 := by exact_mod_cast hu
    omega
  · have hji : j ≠ i := by
      intro hEq
      rw [hEq, hi] at hj
      exact one_ne_zero hj
    -- move one whole electron from `i` to `j`
    have h1 := h.2 _ (admissible_transfer h.1 hji (t := 1)
      (by rw [hj]; norm_num) (by rw [hi]; norm_num))
    rw [energy_transfer e c f hji] at h1
    linarith
```

For calculations on metals that include this integrated singular term of unscreened exact exchange, either in full or scaled by the exchange fraction of a hybrid functional, the theorem identifies a contribution to the gap at the Fermi energy that comes from the mesh, within a model of fixed bare levels at zero temperature.

## Filling from the bottom gives a ground state

The converse needs only `c ≥ 0`. The level `μ` is the highest full bare energy or, if nothing is full, a number that no level lies below. The two cases of `h01 k` are the two expressions found by hand.

```lean
/-- Conversely, for `c ≥ 0`, an admissible filling by empty and full levels is a ground
state if no full level lies above an empty one in bare energy. -/
theorem isGroundState_of_aufbau {e : ι → ℝ} {c N : ℝ} {f : ι → ℝ} (hc : 0 ≤ c)
    (hf : Admissible N f) (h01 : ∀ i, f i = 0 ∨ f i = 1)
    (hauf : ∀ i j, f i = 1 → f j = 0 → e i ≤ e j) : IsGroundState e c N f := by
  -- a Fermi level separates full from empty levels
  obtain ⟨μ, h1, h0⟩ : ∃ μ : ℝ, (∀ i, f i = 1 → e i ≤ μ) ∧ ∀ j, f j = 0 → μ ≤ e j := by
    by_cases hne : ∃ i, f i = 1
    · obtain ⟨a, ha⟩ := hne
      obtain ⟨m, hm, hmax⟩ := exists_max_image (univ.filter fun i => f i = 1) e
        ⟨a, by simp [ha]⟩
      simp only [mem_filter, mem_univ, true_and] at hm hmax
      exact ⟨e m, hmax, fun j hj => hauf m j hm hj⟩
    · refine ⟨-∑ k, |e k|, fun i hi => absurd ⟨i, hi⟩ hne, fun j _ => ?_⟩
      have hs : |e j| ≤ ∑ k, |e k| :=
        single_le_sum (f := fun k => |e k|) (fun k _ => abs_nonneg (e k)) (mem_univ j)
      linarith [neg_abs_le (e j)]
  refine ⟨hf, fun g hg => ?_⟩
  have hs : ∑ k, ((e k * f k - c / 2 * f k ^ 2) + (μ - c / 2) * (g k - f k))
      ≤ ∑ k, (e k * g k - c / 2 * g k ^ 2) := by
    refine sum_le_sum fun k _ => ?_
    obtain ⟨g0, g1⟩ := hg.1 k
    have hq : 0 ≤ c * (g k * (1 - g k)) :=
      mul_nonneg hc (mul_nonneg g0 (sub_nonneg.2 g1))
    rcases h01 k with hk | hk
    · have hp := mul_nonneg (sub_nonneg.2 (h0 k hk)) g0
      rw [hk]
      nlinarith
    · have hp := mul_nonneg (sub_nonneg.2 (h1 k hk)) (sub_nonneg.2 g1)
      rw [hk]
      nlinarith
  -- both occupations hold the same number of electrons
  have hz : ∑ k, (g k - f k) = 0 := by
    rw [sum_sub_distrib, hg.2, hf.2, sub_self]
  rw [sum_add_distrib, ← mul_sum, hz, mul_zero, add_zero] at hs
  exact hs
```

## The degenerate pair attains the bound

The opening example returns with `ε` as the common bare energy and `![1, 0]` as the occupations. The converse supplies minimality, and the orbital energies differ by exactly `c`. In the limiting case \(c=0\) the gap closes and the occupations \((\tfrac12,\tfrac12)\) are equally good, so \(c\ge0\) alone would not force integer occupations.

```lean
/-- The bound is sharp: for `c ≥ 0`, one electron in two degenerate levels has a ground
state with one full and one empty level, whose orbital energies differ by exactly `c`. -/
theorem degenerate_pair_gap (ε : ℝ) {c : ℝ} (hc : 0 ≤ c) :
    IsGroundState (fun _ : Fin 2 => ε) c 1 ![1, 0] ∧
      orbitalEnergy (fun _ : Fin 2 => ε) c ![1, 0] 1
        - orbitalEnergy (fun _ : Fin 2 => ε) c ![1, 0] 0 = c := by
  refine ⟨isGroundState_of_aufbau hc ⟨fun i => ?_, ?_⟩ (fun i => ?_)
    (fun _ _ _ _ => le_rfl), ?_⟩
  · fin_cases i <;> simp
  · simp [Fin.sum_univ_two]
  · fin_cases i <;> simp
  · simp [orbitalEnergy]

end

end SpuriousExchangeGap
```

```lean
#print axioms SpuriousExchangeGap.hasDerivAt_energy
-- 'SpuriousExchangeGap.hasDerivAt_energy' depends on axioms: [propext, Classical.choice, Quot.sound]
#print axioms SpuriousExchangeGap.spurious_gap
-- 'SpuriousExchangeGap.spurious_gap' depends on axioms: [propext, Classical.choice, Quot.sound]
#print axioms SpuriousExchangeGap.isGroundState_of_aufbau
-- 'SpuriousExchangeGap.isGroundState_of_aufbau' depends on axioms: [propext, Classical.choice, Quot.sound]
#print axioms SpuriousExchangeGap.degenerate_pair_gap
-- 'SpuriousExchangeGap.degenerate_pair_gap' depends on axioms: [propext, Classical.choice, Quot.sound]
```
